# A nonlocal density energy with a symmetric kernel is a sum of regional functionals exactly when the kernel does not couple different regions

On a finite grid divided into regions, a density n has the nonlocal energy E(n) = ½ ∑ n_x K_xy n_y, with a real symmetric kernel K. The theorem `separable_iff` states that E can be written, for all nonnegative densities, as a sum of functions that each depend only on the density within one region, if and only if K_xy = 0 whenever x and y lie in different regions. These functions are arbitrary and may differ from region to region, and the densities are not normalised to a particle number. For the forward direction, the proof puts weights 0 or 1 on two points in different regions and takes the mixed second difference of the energy, which equals K_xy but must vanish for a sum of regional functions. For the converse, it takes each region's own nonlocal energy as its function.

As first written in Lean, the proof fails:

```lean
import Mathlib

noncomputable section

namespace NonlocalEnergySeparation

/-- The nonlocal energy `E(n) = (1/2) ∑ n_x K_xy n_y` of a density `n` on a finite grid. -/
def energy {ι : Type*} [Fintype ι] (K : ι → ι → ℝ) (n : ι → ℝ) : ℝ :=
  1 / 2 * ∑ x, ∑ y, n x * K x y * n y

/-- The density with weight `s` at the point `x` plus weight `t` at the point `y`. -/
def twoPoint {ι : Type*} [DecidableEq ι] (x y : ι) (s t : ℝ) : ι → ℝ :=
  fun z => (if z = x then s else 0) + (if z = y then t else 0)

variable {ι R : Type*} [Fintype ι] [DecidableEq ι] [Fintype R] [DecidableEq R]
  {K : ι → ι → ℝ}

omit [Fintype ι] in
/-- A two-point density with nonnegative weights is nonnegative. -/
theorem twoPoint_nonneg (x y : ι) {s t : ℝ} (hs : 0 ≤ s) (ht : 0 ≤ t) (z : ι) :
    0 ≤ twoPoint x y s t z := by
  unfold twoPoint
  split_ifs <;> linarith

/-- Summing a grid function against a two-point density samples it at the two points. -/
theorem sum_twoPoint (x y : ι) (s t : ℝ) (f : ι → ℝ) :
    ∑ z, f z * twoPoint x y s t z = f x * s + f y * t := by
  simp [twoPoint, mul_add, Finset.sum_add_distrib]

/-- For a symmetric kernel, the energy of a two-point density consists of two self-energies and the
coupling `s t K_xy`. -/
theorem energy_twoPoint (hK : ∀ x y, K x y = K y x) (x y : ι) (s t : ℝ) :
    energy K (twoPoint x y s t) =
      (s ^ 2 * K x x + t ^ 2 * K y y) / 2 + s * t * K x y := by
  have inner : ∀ z, ∑ w, twoPoint x y s t z * K z w * twoPoint x y s t w =
      (K z x * s + K z y * t) * twoPoint x y s t z := by
    intro z
    rw [sum_twoPoint x y s t (fun w => twoPoint x y s t z * K z w)]
    ring
  unfold energy
  rw [Finset.sum_congr rfl (fun z _ => inner z),
    sum_twoPoint x y s t (fun z => K z x * s + K z y * t)]
  linear_combination (s * t / 2) * hK y x

omit [DecidableEq ι] in
/-- If the kernel vanishes between different regions, the energy is the sum of the
nonlocal energies of the regions. -/
theorem energy_eq_sum_regions (r : ι → R) (h : ∀ x y, r x ≠ r y → K x y = 0)
    (n : ι → ℝ) :
    energy K n = ∑ a, energy (fun x y : {z // r z = a} => K x y) (fun x => n x) := by
  unfold energy
  rw [← Finset.mul_sum]
  congr 1
  refine (Fintype.sum_fiberwise r _).symm.trans ?_
  refine Finset.sum_congr rfl fun a _ => Finset.sum_congr rfl fun x _ => ?_
  -- only partners in the same region contribute
  refine (Fintype.sum_fiberwise r _).symm.trans ?_
  refine Fintype.sum_eq_single a fun b hb => Finset.sum_eq_zero fun y _ => ?_
  have h0 : K x.1 y.1 = 0 :=
    h _ _ fun e => hb (y.2.symm.trans (e.symm.trans x.2))
  simp [h0]

/-- For a symmetric kernel and a grid divided into regions by `r`, the energy of nonnegative
densities is a sum of arbitrary functions of the regional densities if and only if the kernel
vanishes between different regions. -/
theorem separable_iff (hK : ∀ x y, K x y = K y x) (r : ι → R) :
    (∃ F : (a : R) → ({z // r z = a} → ℝ) → ℝ, ∀ n : ι → ℝ, (∀ x, 0 ≤ n x) →
      energy K n = ∑ a, F a (fun x => n x)) ↔ ∀ x y, r x ≠ r y → K x y = 0 := by
  constructor
  · rintro ⟨F, hF⟩ x y hxy
    -- the mixed second difference vanishes region by region
    have key : ∑ a, F a (fun z => twoPoint x y 1 1 z) + ∑ a, F a (fun z => twoPoint x y 0 0 z)
        = ∑ a, F a (fun z => twoPoint x y 1 0 z) + ∑ a, F a (fun z => twoPoint x y 0 1 z) := by
      rw [← Finset.sum_add_distrib, ← Finset.sum_add_distrib]
      refine Finset.sum_congr rfl fun a _ => ?_
      by_cases hx : r x = a
      · have h : ∀ s t : ℝ, (fun z : {z // r z = a} => twoPoint x y s t z) =
            fun z => twoPoint x y s 0 z := by
          intro s t
          funext z
          have hz : z.1 ≠ y := fun e => hxy (by rw [hx, ← e, z.2])
          simp [twoPoint, hz]
        rw [h 1 1, h 0 1]
      · have h : ∀ s t : ℝ, (fun z : {z // r z = a} => twoPoint x y s t z) =
            fun z => twoPoint x y 0 t z := by
          intro s t
          funext z
          have hz : z.1 ≠ x := fun e => hx (by rw [← e, z.2])
          simp [twoPoint, hz]
        rw [h 1 1, h 1 0, add_comm]
    rw [← hF _ (twoPoint_nonneg x y zero_le_one zero_le_one),
      ← hF _ (twoPoint_nonneg x y le_rfl le_rfl),
      ← hF _ (twoPoint_nonneg x y zero_le_one le_rfl),
      ← hF _ (twoPoint_nonneg x y le_rfl zero_le_one)] at key
    simp only [energy_twoPoint hK] at key
    linarith
  · intro h
    exact ⟨fun a m => energy (fun x y : {z // r z = a} => K x y) m,
      fun n _ => energy_eq_sum_regions r h n⟩

end NonlocalEnergySeparation
```

Lean reports:

```
Main.lean:78:12: error: Type mismatch
  fun z => twoPoint x y s 0 z
has type
  ι → ℝ
but is expected to have type
  { z // r z = a } → ℝ
Main.lean:85:12: error: Type mismatch
  fun z => twoPoint x y 0 t z
has type
  ι → ℝ
but is expected to have type
  { z // r z = a } → ℝ
```

What went wrong. Both errors have the same cause: the two sides of an equation between functions have different domains. On the left, `z` is declared as an element of the subtype `{z // r z = a}`, the points of region `a`, and Lean coerces it to a grid point where `twoPoint` needs one. On the right, `z` has no declared type. Lean elaborates the two sides of `=` without first passing the left side's type to the right, so it takes the type of `z` from its use as an argument of `twoPoint`, which is `ι`. The right side thus becomes a function on the whole grid, `ι → ℝ`, where a function on the region is expected, and Lean does not restrict it automatically.

The diff declares `z : {z // r z = a}` on the right as well, once in each case of the proof. Lean then inserts the same coercion there, and both sides are functions on the region.

The mended proof, as a diff:

```diff
@@ -76,5 +76,5 @@
       by_cases hx : r x = a
       · have h : ∀ s t : ℝ, (fun z : {z // r z = a} => twoPoint x y s t z) =
-            fun z => twoPoint x y s 0 z := by
+            fun z : {z // r z = a} => twoPoint x y s 0 z := by
           intro s t
           funext z
@@ -83,5 +83,5 @@
         rw [h 1 1, h 0 1]
       · have h : ∀ s t : ℝ, (fun z : {z // r z = a} => twoPoint x y s t z) =
-            fun z => twoPoint x y 0 t z := by
+            fun z : {z // r z = a} => twoPoint x y 0 t z := by
           intro s t
           funext z
```
